# A ring with nonzero alternating hoppings and no on-site terms has two zero modes if $\prod_j v_j=(-1)^n\prod_j w_j$, and otherwise none

Take four sites in a square, in the order $A_0,B_0,A_1,B_1$, with real nonzero hoppings $v_0,w_0,v_1,w_1$ on successive bonds. The last bond, $w_1$, returns from $B_1$ to $A_0$. Let $a_0,a_1$ be the amplitudes on the $A$ sites. At zero energy the contributions arriving at each $B$ site must cancel:

$$v_0a_0+w_0a_1=0,\qquad v_1a_1+w_1a_0=0.$$

The first equation gives $a_1=-(v_0/w_0)\,a_0$. The second then allows $a_0\neq0$ only if $v_0v_1=w_0w_1$. The amplitudes on the $B$ sites obey a pair of equations with the same determinant, up to sign. The square therefore has either one zero mode on each sublattice or none at all.

For $n$ cells, each step from $A_j$ to $A_{j+1}$ multiplies the amplitude by $-v_j/w_j$, and a full turn must return the starting value. In Hückel theory, a non-interacting model with one orbital per site, energies can be measured from the orbital energy common to identical atoms. The condition then decides whether an even-membered ring of such atoms has nonbonding orbitals.

## Two equal sublattices without on-site terms

Every bond joins an $A$ site to a $B$ site, and no site has an energy of its own. With cells counted modulo $n$, $v_j$ joins $A_j$ to $B_j$ and $w_j$ joins $A_{j+1}$ to $B_j$. Let $Q$ be the matrix that carries $A$ amplitudes to $B$ sites. Then

$$H=\begin{pmatrix}0&Q^\dagger\\Q&0\end{pmatrix},\qquad (Qa)_j=v_ja_j+w_ja_{j+1}.$$

In the code `hop v w` is $Q$, `ringHamiltonian v w` is $H$, and `zeroModes` is the kernel of a matrix, a complex vector space. `Sum.inl j` labels $A_j$ and `Sum.inr j` labels $B_j$.

In Lean 4 with Mathlib:

```lean
import Mathlib

open Matrix Module
open scoped ComplexOrder

namespace AlternatingRing

variable {n : ℕ}

/-- The zero-energy space of a matrix: all amplitude vectors that it sends to zero. -/
abbrev zeroModes {m : Type*} [Fintype m] (M : Matrix m m ℂ) : Submodule ℂ (m → ℂ) :=
  LinearMap.ker M.mulVecLin

/-- Hopping from the A sites to the B sites of a ring of `n` cells: `v j` joins `A j` to `B j`,
and `w j` joins `A (j+1)` to `B j`, with cells counted modulo `n`. -/
def hop (v w : ZMod n → ℂ) : Matrix (ZMod n) (ZMod n) ℂ :=
  Matrix.of fun j k => (if k = j then v j else 0) + (if k = j + 1 then w j else 0)

/-- The Hamiltonian of the ring of `2n` sites with alternating hoppings `v j`, `w j` and no
on-site terms; `Sum.inl j` is the site `A j` and `Sum.inr j` the site `B j`.
For `n = 1` the two bonds join the same pair of sites and their hoppings add. -/
def ringHamiltonian (v w : ZMod n → ℂ) : Matrix (ZMod n ⊕ ZMod n) (ZMod n ⊕ ZMod n) ℂ :=
  Matrix.fromBlocks 0 (hop v w)ᴴ (hop v w) 0

/-- The Hamiltonian of the ring is Hermitian. -/
theorem ringHamiltonian_isHermitian (v w : ZMod n → ℂ) : (ringHamiltonian v w).IsHermitian := by
  simp [Matrix.IsHermitian, ringHamiltonian, Matrix.fromBlocks_conjTranspose]
```

For amplitudes $(a,b)$ on the two sublattices, $H(a,b)=0$ means $Qa=0$ and $Q^\dagger b=0$, two separate problems. Since $Q$ is square and has the same rank $r$ as $Q^\dagger$, both kernels have dimension $n-r$. Hence $\dim\ker H=2\dim\ker Q$.

The next theorem proves this for any square block. In it, `key` separates the equations, `e` identifies the kernel of $H$ with pairs of sublattice solutions, and `hadj` compares the two nullities through the ranks.

```lean
/-- A Hamiltonian that only couples two sublattices of equal size has twice as many independent
zero modes as its hopping block has on one sublattice. -/
theorem finrank_zeroModes_chiral {m : Type*} [Fintype m] (M : Matrix m m ℂ) :
    finrank ℂ (zeroModes (Matrix.fromBlocks 0 Mᴴ M 0)) = 2 * finrank ℂ (zeroModes M) := by
  -- the zero-energy equations decouple into one set for each sublattice
  have key : ∀ x : m ⊕ m → ℂ, Matrix.fromBlocks 0 Mᴴ M 0 *ᵥ x = 0 ↔
      M *ᵥ (x ∘ Sum.inl) = 0 ∧ Mᴴ *ᵥ (x ∘ Sum.inr) = 0 := by
    intro x
    rw [Matrix.fromBlocks_mulVec]
    simp only [Matrix.zero_mulVec, zero_add, add_zero]
    constructor
    · intro h
      exact ⟨funext fun j => congrFun h (Sum.inr j), funext fun j => congrFun h (Sum.inl j)⟩
    · rintro ⟨h1, h2⟩
      rw [h1, h2]
      ext (j | j) <;> rfl
  let e : zeroModes (Matrix.fromBlocks 0 Mᴴ M 0) ≃ₗ[ℂ] (zeroModes M × zeroModes Mᴴ) :=
    { toFun := fun x => (⟨x.1 ∘ Sum.inl, ((key x.1).mp x.2).1⟩,
        ⟨x.1 ∘ Sum.inr, ((key x.1).mp x.2).2⟩)
      map_add' := fun _ _ => rfl
      map_smul' := fun _ _ => rfl
      invFun := fun y => ⟨Sum.elim y.1.1 y.2.1, (key _).mpr ⟨y.1.2, y.2.2⟩⟩
      left_inv := fun x => Subtype.ext (funext fun s => by cases s <;> rfl)
      right_inv := fun _ => rfl }
  -- a square block and its adjoint have equal rank, hence equal nullity
  have hadj : finrank ℂ (zeroModes Mᴴ) = finrank ℂ (zeroModes M) := by
    have h1 := LinearMap.finrank_range_add_finrank_ker M.mulVecLin
    have h2 := LinearMap.finrank_range_add_finrank_ker Mᴴ.mulVecLin
    have h3 := Matrix.rank_conjTranspose M
    unfold Matrix.rank at h3
    unfold zeroModes
    omega
  rw [e.finrank_eq, Module.finrank_prod, hadj, two_mul]
```

An energy $\varepsilon$ common to all sites only shifts every level by $\varepsilon$, and the result then holds for energies measured from $\varepsilon$. Unequal on-site energies can destroy it. With a real $\Delta\neq0$ on every $A$ site and $-\Delta$ on every $B$ site, the square of the Hamiltonian is $\Delta^2$ plus the block-diagonal matrix with blocks $Q^\dagger Q$ and $QQ^\dagger$. No level then lies closer to zero than $|\Delta|$, even if the product condition holds.

## A finite closed ring

The cell labels form `ZMod n`, so that cell $n$ is cell $0$ again, and `[NeZero n]` makes the ring finite with at least one cell. The hand derivation uses closure when it demands that the amplitude return to itself. On an infinite chain with nonzero hoppings any $a_0$ could be continued in both directions by the recursion, and the question would be whether the result is normalisable.

The smallest ring allowed is $n=1$. Its two bonds join the same two sites, so $Q$ is the number $v_0+w_0$, which vanishes exactly when $v_0=-w_0$, as the general condition says.

The following lemma translates membership in the kernel of $Q$ into one equation per $B$ site.

```lean
variable [NeZero n]

/-- Amplitudes on the A sites have zero energy exactly when the two contributions arriving at
each B site cancel. -/
theorem mem_zeroModes_hop (v w a : ZMod n → ℂ) :
    a ∈ zeroModes (hop v w) ↔ ∀ j, v j * a j + w j * a (j + 1) = 0 := by
  have h : ∀ j, (hop v w *ᵥ a) j = v j * a j + w j * a (j + 1) := by
    intro j
    simp [hop, Matrix.mulVec, dotProduct, add_mul, Finset.sum_add_distrib, ite_mul]
  rw [LinearMap.mem_ker, Matrix.mulVecLin_apply, funext_iff]
  simp only [h, Pi.zero_apply]
```

## Nonzero $w_j$

A nonzero $w_j$ means that the bond between cells $j$ and $j+1$ is intact. The equation at $B_j$ can then be solved for the next amplitude,

$$a_{j+1}=-\frac{v_j}{w_j}\,a_j .$$

If $a_k=0$ for some $k$, then $a_{k+1}=0$, then $a_{k+2}=0$, and so on around the ring. A solution is therefore fixed by its value on one site, and a nonzero solution vanishes nowhere. The lemma below runs this induction in `step`, then reaches an arbitrary cell $j$ by taking `(j - k).val` steps from $k$.

```lean
/-- If all `w j` are nonzero, a zero-energy amplitude that vanishes on one A site vanishes on
every A site. -/
theorem eq_zero_of_apply_eq_zero {v w a : ZMod n → ℂ} (hw : ∀ j, w j ≠ 0)
    (h : ∀ j, v j * a j + w j * a (j + 1) = 0) {k : ZMod n} (hk : a k = 0) : a = 0 := by
  have step : ∀ m : ℕ, a (k + (m : ZMod n)) = 0 := by
    intro m
    induction m with
    | zero => simpa using hk
    | succ m ih =>
      have e := h (k + (m : ZMod n))
      rw [ih, mul_zero, zero_add] at e
      have e' := (mul_eq_zero.mp e).resolve_left (hw _)
      rw [Nat.cast_succ, ← add_assoc]
      exact e'
  funext j
  have hj := step (j - k).val
  rw [ZMod.natCast_zmod_val, add_sub_cancel] at hj
  exact hj
```

Some restriction on the hoppings is needed: if all four bonds of the square are zero, the product condition reads $0=0$ and the kernel has dimension four. That example does not show that every $w_j$ must be nonzero. By hand, one finds that a single missing bond $w_k=0$ does no harm. The amplitude $a_{k+1}$ still determines all the others, and the remaining equation $v_ka_k=0$ has a nonzero solution exactly when $\prod_j v_j=0$, which is the product condition for such an open chain.

No such assumption is made for the $v_j$. If one of them vanishes while all $w_j$ are nonzero, the two products differ and there is no zero mode.

## The product condition

The condition says that the factors $-v_j/w_j$ multiply to one over a full turn. For complex hoppings it fixes both the ratio of the moduli and the total phase, so a magnetic flux through the ring can create or remove the zero modes.

To see that it is necessary, take a nonzero solution and multiply the equations $v_ja_j=-w_ja_{j+1}$ over all $j$:

$$\Big(\prod_j v_j\Big)\prod_j a_j=(-1)^n\Big(\prod_j w_j\Big)\prod_j a_{j+1}.$$

The shifted product of amplitudes equals the unshifted one, and neither is zero, so it cancels. In the code these are `hshift` and `hne`, the multiplication is `hp`, and `mul_right_cancel₀` does the cancelling.

```lean
/-- If all `w j` are nonzero and a nonzero zero-energy amplitude lives on the A sites, then the
product of the `v j` is `(-1)^n` times the product of the `w j`. -/
theorem prod_eq_of_zeroMode {v w a : ZMod n → ℂ} (hw : ∀ j, w j ≠ 0)
    (h : ∀ j, v j * a j + w j * a (j + 1) = 0) (ha : a ≠ 0) :
    ∏ j, v j = (-1) ^ n * ∏ j, w j := by
  have hne : ∏ j, a j ≠ 0 :=
    Finset.prod_ne_zero_iff.mpr fun _ _ hk => ha (eq_zero_of_apply_eq_zero hw h hk)
  have hshift : ∏ j, a (j + 1) = ∏ j, a j := Equiv.prod_comp (Equiv.addRight (1 : ZMod n)) a
  -- multiply the zero-energy equations around the ring
  have hp : (∏ j, v j) * ∏ j, a j = ((-1) ^ n * ∏ j, w j) * ∏ j, a j := by
    calc (∏ j, v j) * ∏ j, a j = ∏ j, v j * a j := Finset.prod_mul_distrib.symm
      _ = ∏ j, ((-1) * w j) * a (j + 1) :=
        Finset.prod_congr rfl fun j _ => by linear_combination h j
      _ = _ := by
        rw [Finset.prod_mul_distrib, Finset.prod_mul_distrib, hshift, Finset.prod_const,
          Finset.card_univ, ZMod.card]
  exact mul_right_cancel₀ hne hp
```

The sign $(-1)^n$ comes from the $n$ minus signs and is readily lost. Without it, one would assign two zero modes to a uniform hexagon, which has $n=3$ and none.

Conversely, suppose the condition holds. Define

$$f(k)=\prod_{i=0}^{k-1}\Big(-\frac{v_i}{w_i}\Big),\qquad a_j=f(j)\quad(0\le j<n).$$

Then $a_0=1$, and the recursion holds from each cell to the next up to cell $n-1$. The last step needs $f(n)=a_0=1$, and indeed

$$f(n)=\frac{(-1)^n\prod_j v_j}{\prod_j w_j}=(-1)^n(-1)^n=1.$$

As a normalised state on the $A$ sublattice, the amplitudes are $f(j)/\sqrt{\sum_{k=0}^{n-1}|f(k)|^2}$. In the proof, `hn` is the closure $f(n)=1$, `hf` treats the step across the seam between cells $n-1$ and $0$ separately from the others, and the `hs` that follows `hf` is the recursion. The earlier `hs`, inside `hn`, is only the sign identity $(-1)^n(-1)^n=1$.

```lean
/-- If all `w j` are nonzero and the product of the `v j` is `(-1)^n` times that of the `w j`,
there is a zero-energy amplitude on the A sites with value one in cell zero. -/
theorem exists_zeroMode {v w : ZMod n → ℂ} (hw : ∀ j, w j ≠ 0)
    (hc : ∏ j, v j = (-1) ^ n * ∏ j, w j) :
    ∃ a : ZMod n → ℂ, a 0 = 1 ∧ ∀ j, v j * a j + w j * a (j + 1) = 0 := by
  let g : ZMod n → ℂ := fun j => (-1) * v j / w j
  let f : ℕ → ℂ := fun k => ∏ i ∈ Finset.range k, g (i : ZMod n)
  have hr : f n = ∏ j, g j :=
    Finset.prod_nbij' (fun i : ℕ => (i : ZMod n)) (fun j => j.val)
      (fun _ _ => Finset.mem_univ _) (fun j _ => Finset.mem_range.mpr (ZMod.val_lt j))
      (fun i hi => by
        rw [ZMod.val_natCast, Nat.mod_eq_of_lt (Finset.mem_range.mp hi)])
      (fun j _ => ZMod.natCast_zmod_val j) (fun _ _ => rfl)
  -- the transfer factors multiply to one over a full turn
  have hn : f n = 1 := by
    have hs : (-1 : ℂ) ^ n * (-1) ^ n = 1 := by rw [← mul_pow]; norm_num
    have hW : ∏ j, w j ≠ 0 := Finset.prod_ne_zero_iff.mpr fun j _ => hw j
    rw [hr, Finset.prod_div_distrib, Finset.prod_mul_distrib, Finset.prod_const,
      Finset.card_univ, ZMod.card, hc, ← mul_assoc, hs, one_mul, div_self hW]
  refine ⟨fun j => f j.val, by simp [f], fun j => ?_⟩
  have hv : (j + 1).val = (j.val + 1) % n := by
    rw [← ZMod.val_natCast, Nat.cast_succ, ZMod.natCast_zmod_val]
  have hf : f (j + 1).val = f (j.val + 1) := by
    rw [hv]
    rcases Nat.lt_or_ge (j.val + 1) n with hlt | hge
    · rw [Nat.mod_eq_of_lt hlt]
    · have he : j.val + 1 = n := le_antisymm (ZMod.val_lt j) hge
      rw [he, Nat.mod_self, hn]
      simp [f]
  have hs : f (j.val + 1) = f j.val * ((-1) * v j / w j) := by
    simp only [f, g, Finset.prod_range_succ, ZMod.natCast_zmod_val]
  have hwj := hw j
  change v j * f j.val + w j * f (j + 1).val = 0
  rw [hf, hs]
  field_simp
  ring
```

The main theorem combines these results. Under the condition, let $u$ be the solution with $u_0=1$. For any other solution $b$, the difference $b_0u-b$ is again a solution and vanishes in cell $0$, so it is zero everywhere and $b=b_0u$. Thus $\dim\ker Q=1$ (`h1`) and $\dim\ker H=2$. If the condition fails, a nonzero solution would contradict its necessity, so $\ker Q$ is trivial (`hbot`) and $\dim\ker H=0$.

```lean
/-- For complex hoppings with all `w j` nonzero, the zero-energy space of the ring has dimension
two if the product of the `v j` is `(-1)^n` times that of the `w j`, and zero otherwise. -/
theorem finrank_zeroModes_ring (v w : ZMod n → ℂ) (hw : ∀ j, w j ≠ 0) :
    (∏ j, v j = (-1) ^ n * ∏ j, w j → finrank ℂ (zeroModes (ringHamiltonian v w)) = 2) ∧
    (∏ j, v j ≠ (-1) ^ n * ∏ j, w j → finrank ℂ (zeroModes (ringHamiltonian v w)) = 0) := by
  have h2 : finrank ℂ (zeroModes (ringHamiltonian v w)) = 2 * finrank ℂ (zeroModes (hop v w)) :=
    finrank_zeroModes_chiral (hop v w)
  rw [h2]
  constructor
  · intro hc
    obtain ⟨u, hu0, hu⟩ := exists_zeroMode hw hc
    have hmem := (mem_zeroModes_hop v w u).mpr hu
    have hne : (⟨u, hmem⟩ : zeroModes (hop v w)) ≠ 0 := by
      intro h
      have h0 : u 0 = 0 := congrFun (congrArg Subtype.val h) 0
      rw [hu0] at h0
      exact one_ne_zero h0
    -- every solution is fixed by its value in cell zero
    have h1 : finrank ℂ (zeroModes (hop v w)) = 1 := by
      refine (finrank_eq_one_iff_of_nonzero' _ hne).mpr fun b => ⟨b.1 0, Subtype.ext ?_⟩
      have hd := (mem_zeroModes_hop v w _).mp
        ((zeroModes (hop v w)).sub_mem ((zeroModes (hop v w)).smul_mem (b.1 0) hmem) b.2)
      exact sub_eq_zero.mp (eq_zero_of_apply_eq_zero hw hd (k := 0) (by simp [hu0]))
    rw [h1]
  · intro hc
    have hbot : zeroModes (hop v w) = ⊥ := by
      rw [Submodule.eq_bot_iff]
      intro a ha
      by_contra hne
      exact hc (prod_eq_of_zeroMode hw ((mem_zeroModes_hop v w a).mp ha) hne)
    rw [hbot, finrank_bot]
```

The two implications are the "if" and the "otherwise" of the title. `finrank ℂ` is the complex dimension; because the ring is finite, the value zero means that $H$ sends only the zero vector to zero, so no level lies at zero energy.

## Real and uniform hoppings

Real hoppings describe a ring without flux, up to a possible sign around the loop. The derivation never uses reality, so the real theorem follows by regarding the hoppings as complex numbers. The amplitudes remain complex, and the dimension is still counted over $\mathbb C$.

```lean
/-- For real hoppings with all `w j` nonzero, the zero-energy space has dimension two if the
product of the `v j` is `(-1)^n` times that of the `w j`, and zero otherwise. -/
theorem finrank_zeroModes_real (v w : ZMod n → ℝ) (hw : ∀ j, w j ≠ 0) :
    (∏ j, v j = (-1) ^ n * ∏ j, w j →
      finrank ℂ (zeroModes (ringHamiltonian (fun j => (v j : ℂ)) fun j => (w j : ℂ))) = 2) ∧
    (∏ j, v j ≠ (-1) ^ n * ∏ j, w j →
      finrank ℂ (zeroModes (ringHamiltonian (fun j => (v j : ℂ)) fun j => (w j : ℂ))) = 0) := by
  have h := finrank_zeroModes_ring (fun j => (v j : ℂ)) (fun j => (w j : ℂ))
    fun j => Complex.ofReal_ne_zero.mpr (hw j)
  exact ⟨fun hc => h.1 (by exact_mod_cast hc), fun hc => h.2 fun h' => hc (by exact_mod_cast h')⟩
```

If all bonds equal the same real $t\neq0$, the condition becomes $t^n=(-1)^nt^n$, which holds for even $n$ and fails for odd $n$. A uniform ring of $4m$ sites, $m\ge1$, therefore has two nonbonding orbitals, and one of $4m+2$ sites, $m\ge0$, has none. For $m=0$ the latter is the two-site ring with total coupling $2t$. The assumption $t\neq0$ excludes a set of isolated sites, where all $2n$ states have zero energy.

```lean
/-- A ring of `2n` sites with one uniform nonzero real hopping has a two-dimensional zero-energy
space if `n` is even, and no nonzero zero-energy state if `n` is odd. -/
theorem finrank_zeroModes_uniform (t : ℝ) (ht : t ≠ 0) :
    (Even n → finrank ℂ (zeroModes
      (ringHamiltonian (fun _ : ZMod n => (t : ℂ)) fun _ => (t : ℂ))) = 2) ∧
    (Odd n → finrank ℂ (zeroModes
      (ringHamiltonian (fun _ : ZMod n => (t : ℂ)) fun _ => (t : ℂ))) = 0) := by
  have h := finrank_zeroModes_real (fun _ : ZMod n => t) (fun _ => t) fun _ => ht
  refine ⟨fun he => h.1 (by rw [he.neg_one_pow, one_mul]), fun ho => h.2 fun hc => ?_⟩
  have hp : ∏ _j : ZMod n, t ≠ 0 := Finset.prod_ne_zero_iff.mpr fun _ _ => ht
  rw [ho.neg_one_pow] at hc
  exact hp (by linarith)

end AlternatingRing
```

```lean
#print axioms AlternatingRing.ringHamiltonian_isHermitian
#print axioms AlternatingRing.finrank_zeroModes_ring
#print axioms AlternatingRing.finrank_zeroModes_uniform
```

```
'AlternatingRing.ringHamiltonian_isHermitian' depends on axioms: [propext, Classical.choice, Quot.sound]
'AlternatingRing.finrank_zeroModes_ring' depends on axioms: [propext, Classical.choice, Quot.sound]
'AlternatingRing.finrank_zeroModes_uniform' depends on axioms: [propext, Classical.choice, Quot.sound]
```
